# Bogoliubov quasi-particle operators annihilate the BCS product state over distinct pairs

*In a pairing model I have $W$ single-particle levels $m$, each with a partner $\bar m$, fermion annihilators $a_p$ and creators $a^\dagger_p$ for every mode $p$, and an empty state $|0\rangle$ with $a_p|0\rangle=0$. For real amplitudes $u_m, v_m$ I take $B=\prod_m (u_m+v_m a^\dagger_m a^\dagger_{\bar m})|0\rangle$, one factor per pair. The claim is that $\alpha_m=u_m a_m-v_m a^\dagger_{\bar m}$ and $\beta_m=u_m a_{\bar m}+v_m a^\dagger_m$ both give zero on $B$, for every $m$. I can see it for one pair, but I would like the signs done rigorously for general $W$, with a machine-checked proof.*

## Anticommutator algebra for one pair inside the product

Write $P_m=a^\dagger_m a^\dagger_{\bar m}$ and $F_m=u_m+v_mP_m$.

1. Creators anticommute, so $a^\dagger_p a^\dagger_q a^\dagger_r=-a^\dagger_q a^\dagger_p a^\dagger_r=a^\dagger_q a^\dagger_r a^\dagger_p$. Hence all $P_m$ commute, and so do all $F_m$.
2. For $p\in\{m,\bar m\}$ and $n\ne m$, $a_pa^\dagger_na^\dagger_{\bar n}=-a^\dagger_na_pa^\dagger_{\bar n}=P_na_p$. So $a_p$ passes every such $F_n$, reaches $|0\rangle$, and kills $w=\prod_{n\neq m}F_n|0\rangle$.
3. From $2(a^\dagger_p)^2=0$ follows $(a^\dagger_p)^2=0$. With $a_mw=a_{\bar m}w=0$,
$$a_mP_mw=a^\dagger_{\bar m}w+P_ma_mw=a^\dagger_{\bar m}w,$$
$$a_{\bar m}P_mw=-a^\dagger_m\,(1-a^\dagger_{\bar m}a_{\bar m})w=-a^\dagger_mw,$$
$$a^\dagger_{\bar m}P_mw=-a^\dagger_m(a^\dagger_{\bar m})^2w=0,\qquad a^\dagger_mP_mw=0 .$$
Only the cross terms survive, and they cancel:
$$\alpha_mF_mw=(u_mv_m-v_mu_m)\,a^\dagger_{\bar m}w=0,\qquad \beta_mF_mw=(-u_mv_m+v_mu_m)\,a^\dagger_mw=0 .$$
4. By step 1, $B=F_mw$, and steps 2 and 3 finish the argument.

The same identities give $a^\dagger_ma_mF_mw=v_mP_mw=a^\dagger_{\bar m}a_{\bar m}F_mw$. Also $a_{\bar m}a_mF_mw=v_mw$, so $F_mw=0$ with $w\ne0$ forces $v_m=0$ and then $u_m=0$.

```lean
import Mathlib

open Matrix

namespace BCSVacuum

noncomputable section

variable {K V ι : Type*} [Field K] [AddCommGroup V] [Module K V] [DecidableEq ι]

/-- Canonical anticommutation relations for annihilators `a` and creators `c`;
the mode `(m, true)` is the level `m` and `(m, false)` is its partner `m̄`. -/
structure IsCAR (a c : ι × Bool → Module.End K V) : Prop where
  aa : ∀ p q, a p * a q + a q * a p = 0
  cc : ∀ p q, c p * c q + c q * c p = 0
  ac : ∀ p q, a p * c q + c q * a p = if p = q then 1 else 0

/-- The pair factor `u_m + v_m a⁺_m a⁺_m̄`. -/
def pairFactor (c : ι × Bool → Module.End K V) (u v : ι → K) (m : ι) : Module.End K V :=
  u m • 1 + v m • (c (m, true) * c (m, false))

/-- The BCS state: the product of the pair factors over the list `l`, applied to `vac`. -/
def bcsState (c : ι × Bool → Module.End K V) (u v : ι → K) (l : List ι) (vac : V) : V :=
  (l.map (pairFactor c u v)).prod vac

/-- The quasi-particle operator `u_m a_m - v_m a⁺_m̄`. -/
def quasiUp (a c : ι × Bool → Module.End K V) (u v : ι → K) (m : ι) : Module.End K V :=
  u m • a (m, true) - v m • c (m, false)

/-- The quasi-particle operator `u_m a_m̄ + v_m a⁺_m`. -/
def quasiDown (a c : ι × Bool → Module.End K V) (u v : ι → K) (m : ι) : Module.End K V :=
  u m • a (m, false) + v m • c (m, true)

variable {a c : ι × Bool → Module.End K V}

/-- Moving an annihilator through a creator: `a_p a⁺_q x = δ_pq x - a⁺_q a_p x`. -/
theorem ac_apply (h : IsCAR a c) (p q : ι × Bool) (x : V) :
    a p (c q x) = (if p = q then x else 0) - c q (a p x) := by
  have key := LinearMap.congr_fun (h.ac p q) x
  by_cases hpq : p = q
  · rw [if_pos hpq] at key
    rw [if_pos hpq]
    exact eq_sub_of_add_eq (by simpa using key)
  · rw [if_neg hpq] at key
    rw [if_neg hpq]
    exact eq_sub_of_add_eq (by simpa using key)

/-- Any two pair factors commute. -/
theorem pairFactor_commute (h : IsCAR a c) (u v : ι → K) (m n : ι) :
    pairFactor c u v m * pairFactor c u v n = pairFactor c u v n * pairFactor c u v m := by
  have hc : ∀ p q, c p * c q = -(c q * c p) := fun p q =>
    eq_neg_of_add_eq_zero_left (h.cc p q)
  -- a creator passes a product of two creators with two sign changes
  have h1 : ∀ p q r, Commute (c p) (c q * c r) := by
    intro p q r
    show c p * (c q * c r) = c q * c r * c p
    rw [← mul_assoc, hc p q, neg_mul, mul_assoc, hc p r, mul_neg, neg_neg, mul_assoc]
  have hP : Commute (c (m, true) * c (m, false)) (c (n, true) * c (n, false)) :=
    (h1 _ _ _).mul_left (h1 _ _ _)
  simp only [pairFactor, mul_add, add_mul, smul_mul_assoc, mul_smul_comm, one_mul, mul_one,
    hP.eq]
  module

/-- The BCS state does not depend on the order of the pair factors. -/
theorem bcsState_perm (h : IsCAR a c) (u v : ι → K) {l l' : List ι} (hp : l.Perm l')
    (vac : V) : bcsState c u v l vac = bcsState c u v l' vac := by
  have key : (l.map (pairFactor c u v)).prod = (l'.map (pairFactor c u v)).prod := by
    induction hp with
    | nil => rfl
    | cons x _ ih => simp only [List.map_cons, List.prod_cons, ih]
    | swap x y l =>
      simp only [List.map_cons, List.prod_cons, ← mul_assoc]
      rw [pairFactor_commute h u v y x]
    | trans _ _ ih1 ih2 => exact ih1.trans ih2
  unfold bcsState
  rw [key]

/-- If the pair `m` is absent from the product, `a_m` and `a_m̄` annihilate the BCS state. -/
theorem annihilator_of_not_mem (h : IsCAR a c) (u v : ι → K) {vac : V}
    (hvac : ∀ p, a p vac = 0) {l : List ι} {m : ι} (hm : m ∉ l) (s : Bool) :
    a (m, s) (bcsState c u v l vac) = 0 := by
  induction l with
  | nil => simp [bcsState, hvac]
  | cons n l ih =>
    have hne : m ≠ n := fun e => hm (by simp [e])
    have ih' := ih (fun e => hm (List.mem_cons_of_mem _ e))
    have hcons : bcsState c u v (n :: l) vac = pairFactor c u v n (bcsState c u v l vac) := by
      simp [bcsState]
    rw [hcons]
    simp [pairFactor, ac_apply h, hne, ih']

/-- If `a_m` and `a_m̄` annihilate `w`, both quasi-particle operators of the pair `m` annihilate
`(u_m + v_m a⁺_m a⁺_m̄) w`, and the number operators of `m` and `m̄` agree on it. -/
theorem single_pair [CharZero K] (h : IsCAR a c) (u v : ι → K) (m : ι) {w : V}
    (h1 : a (m, true) w = 0) (h2 : a (m, false) w = 0) :
    quasiUp a c u v m (pairFactor c u v m w) = 0 ∧
    quasiDown a c u v m (pairFactor c u v m w) = 0 ∧
    c (m, true) (a (m, true) (pairFactor c u v m w)) =
      c (m, false) (a (m, false) (pairFactor c u v m w)) := by
  -- exclusion principle: a creator squares to zero
  have hsq : ∀ p x, c p (c p x) = 0 := by
    intro p x
    have key := LinearMap.congr_fun (h.cc p p) x
    simp only [LinearMap.add_apply, Module.End.mul_apply, LinearMap.zero_apply] at key
    have h2x : (2 : K) • c p (c p x) = 0 := by rw [two_smul]; exact key
    exact (smul_eq_zero.mp h2x).resolve_left two_ne_zero
  have hsw : ∀ x, c (m, false) (c (m, true) x) = -c (m, true) (c (m, false) x) := fun x =>
    eq_neg_of_add_eq_zero_left
      (by simpa using LinearMap.congr_fun (h.cc (m, false) (m, true)) x)
  -- action on the occupied pair
  have e1 : a (m, true) (c (m, true) (c (m, false) w)) = c (m, false) w := by
    simp [ac_apply h, h1]
  have e2 : a (m, false) (c (m, true) (c (m, false) w)) = -c (m, true) w := by
    simp [ac_apply h, h2]
  have e3 : c (m, false) (c (m, true) (c (m, false) w)) = 0 := by
    rw [hsw, hsq, map_zero, neg_zero]
  refine ⟨?_, ?_, ?_⟩
  · simp only [quasiUp, pairFactor, LinearMap.sub_apply, LinearMap.add_apply,
      LinearMap.smul_apply, Module.End.mul_apply, Module.End.one_apply, map_add, map_smul,
      h1, e1, e3]
    module
  · simp only [quasiDown, pairFactor, LinearMap.add_apply,
      LinearMap.smul_apply, Module.End.mul_apply, Module.End.one_apply, map_add, map_smul,
      h2, e2, hsq]
    module
  · simp only [pairFactor, LinearMap.add_apply,
      LinearMap.smul_apply, Module.End.mul_apply, Module.End.one_apply, map_add, map_smul,
      h1, h2, e1, e2, map_zero, map_neg, hsw]
    module

/-- For a product over distinct pairs, `u_m a_m - v_m a⁺_m̄` and `u_m a_m̄ + v_m a⁺_m`
annihilate the BCS state for every pair `m` in the product. -/
theorem quasi_annihilate_bcs [CharZero K] (h : IsCAR a c) (u v : ι → K) {vac : V}
    (hvac : ∀ p, a p vac = 0) {l : List ι} (hl : l.Nodup) {m : ι} (hm : m ∈ l) :
    quasiUp a c u v m (bcsState c u v l vac) = 0 ∧
    quasiDown a c u v m (bcsState c u v l vac) = 0 := by
  -- bring the factor of the pair m to the front; the rest is empty in this pair
  have hfront : bcsState c u v l vac =
      pairFactor c u v m (bcsState c u v (l.erase m) vac) := by
    rw [bcsState_perm h u v (List.perm_cons_erase hm)]
    simp [bcsState]
  have hn : m ∉ l.erase m := by simp [hl.mem_erase_iff]
  have key := single_pair h u v m (annihilator_of_not_mem h u v hvac hn true)
    (annihilator_of_not_mem h u v hvac hn false)
  rw [hfront]
  exact ⟨key.1, key.2.1⟩

/-- For `W` pairs and the product over all of them, both quasi-particle operators of
every pair annihilate the BCS state. -/
theorem quasi_annihilate_bcs_fin [CharZero K] {W : ℕ} {a c : Fin W × Bool → Module.End K V}
    (h : IsCAR a c) (u v : Fin W → K) {vac : V} (hvac : ∀ p, a p vac = 0) (m : Fin W) :
    quasiUp a c u v m (bcsState c u v (List.finRange W) vac) = 0 ∧
    quasiDown a c u v m (bcsState c u v (List.finRange W) vac) = 0 :=
  quasi_annihilate_bcs h u v hvac (List.nodup_finRange W) (List.mem_finRange m)

/-- For a product over distinct pairs, the number operators `a⁺_m a_m` and `a⁺_m̄ a_m̄` of any
pair `m` give the same vector on the BCS state. -/
theorem occupation_eq [CharZero K] (h : IsCAR a c) (u v : ι → K) {vac : V}
    (hvac : ∀ p, a p vac = 0) {l : List ι} (hl : l.Nodup) (m : ι) :
    c (m, true) (a (m, true) (bcsState c u v l vac)) =
      c (m, false) (a (m, false) (bcsState c u v l vac)) := by
  by_cases hm : m ∈ l
  · have hfront : bcsState c u v l vac =
        pairFactor c u v m (bcsState c u v (l.erase m) vac) := by
      rw [bcsState_perm h u v (List.perm_cons_erase hm)]
      simp [bcsState]
    have hn : m ∉ l.erase m := by simp [hl.mem_erase_iff]
    rw [hfront]
    exact (single_pair h u v m (annihilator_of_not_mem h u v hvac hn true)
      (annihilator_of_not_mem h u v hvac hn false)).2.2
  · simp [annihilator_of_not_mem h u v hvac hm]

/-- The BCS state over distinct pairs is nonzero when the vacuum is nonzero and
`u_m`, `v_m` do not both vanish for any pair in the product. -/
theorem bcsState_ne_zero (h : IsCAR a c) (u v : ι → K) {vac : V}
    (hvac : ∀ p, a p vac = 0) (h0 : vac ≠ 0) {l : List ι} (hl : l.Nodup)
    (huv : ∀ m ∈ l, u m ≠ 0 ∨ v m ≠ 0) : bcsState c u v l vac ≠ 0 := by
  induction l with
  | nil => simpa [bcsState] using h0
  | cons n l ih =>
    obtain ⟨hn, hl'⟩ := List.nodup_cons.mp hl
    have hw := ih hl' (fun m hm => huv m (List.mem_cons_of_mem _ hm))
    have h1 := annihilator_of_not_mem h u v hvac hn true
    have h2 := annihilator_of_not_mem h u v hvac hn false
    have hcons : bcsState c u v (n :: l) vac = u n • bcsState c u v l vac +
        v n • c (n, true) (c (n, false) (bcsState c u v l vac)) := by
      simp [bcsState, pairFactor]
    rw [hcons]
    generalize bcsState c u v l vac = w at hw h1 h2 ⊢
    intro hz
    -- removing the pair n isolates the coefficient v_n
    have e : a (n, false) (a (n, true) (c (n, true) (c (n, false) w))) = w := by
      simp [ac_apply h, h1, h2]
    have hvw := congrArg (fun x => a (n, false) (a (n, true) x)) hz
    simp only [map_add, map_smul, h1, map_zero, smul_zero, zero_add, e] at hvw
    have hv : v n = 0 := (smul_eq_zero.mp hvw).resolve_right hw
    rw [hv, zero_smul, add_zero] at hz
    have hu : u n = 0 := (smul_eq_zero.mp hz).resolve_right hw
    rcases huv n (by simp) with h' | h'
    · exact h' hu
    · exact h' hv

/-- Creation matrices of one pair in the basis empty, `m`, `m̄`, both occupied. -/
def creMat : Bool → Matrix (Fin 4) (Fin 4) ℝ
  | true => !![0, 0, 0, 0; 1, 0, 0, 0; 0, 0, 0, 0; 0, 0, 1, 0]
  | false => !![0, 0, 0, 0; 0, 0, 0, 0; 1, 0, 0, 0; 0, -1, 0, 0]

/-- Creators of one pair as operators on `ℝ⁴`. -/
def witCre (p : Unit × Bool) : Module.End ℝ (Fin 4 → ℝ) := toLinAlgEquiv' (creMat p.2)

/-- Annihilators of one pair on `ℝ⁴`, the transposes of the creators. -/
def witAnn (p : Unit × Bool) : Module.End ℝ (Fin 4 → ℝ) := toLinAlgEquiv' (creMat p.2)ᵀ

/-- The four-dimensional operators obey the anticommutation relations, the annihilators kill
`(1, 0, 0, 0)`, and the BCS state built on it is `(u, 0, 0, v)`. -/
theorem bcs_witness (u v : ℝ) :
    IsCAR witAnn witCre ∧ (∀ p, witAnn p ![1, 0, 0, 0] = 0) ∧
    bcsState witCre (fun _ => u) (fun _ => v) [()] ![1, 0, 0, 0] = ![u, 0, 0, v] := by
  have k1 : ∀ s t, (creMat s)ᵀ * (creMat t)ᵀ + (creMat t)ᵀ * (creMat s)ᵀ = 0 := by
    intro s t
    cases s <;> cases t <;> ext i j <;> fin_cases i <;> fin_cases j <;>
      simp [creMat, Matrix.mul_apply, Fin.sum_univ_four]
  have k2 : ∀ s t, creMat s * creMat t + creMat t * creMat s = 0 := by
    intro s t
    cases s <;> cases t <;> ext i j <;> fin_cases i <;> fin_cases j <;>
      simp [creMat]
  have k3 : ∀ s t, (creMat s)ᵀ * creMat t + creMat t * (creMat s)ᵀ =
      if s = t then 1 else 0 := by
    intro s t
    cases s <;> cases t <;> ext i j <;> fin_cases i <;> fin_cases j <;>
      simp only [Matrix.add_apply, Matrix.mul_apply, Matrix.transpose_apply,
        Fin.sum_univ_four] <;>
      simp [creMat]
  refine ⟨⟨?_, ?_, ?_⟩, ?_, ?_⟩
  · intro p q
    simp only [witAnn, ← map_mul, ← map_add, k1, map_zero]
  · intro p q
    simp only [witCre, ← map_mul, ← map_add, k2, map_zero]
  · rintro ⟨⟨⟩, s⟩ ⟨⟨⟩, t⟩
    simp only [witAnn, witCre, ← map_mul, ← map_add, k3]
    by_cases hst : s = t <;> simp [hst]
  · rintro ⟨⟨⟩, s⟩
    cases s <;> ext i <;> fin_cases i <;>
      simp [witAnn, Matrix.toLinAlgEquiv'_apply, creMat, Matrix.mulVec, dotProduct,
        Fin.sum_univ_four]
  · ext i
    fin_cases i <;>
      simp [bcsState, pairFactor, witCre, Matrix.toLinAlgEquiv'_apply, creMat,
        dotProduct, Fin.sum_univ_four]

end

end BCSVacuum
```

```lean
#print axioms BCSVacuum.quasi_annihilate_bcs_fin
-- 'BCSVacuum.quasi_annihilate_bcs_fin' depends on axioms: [propext, Classical.choice, Quot.sound]
#print axioms BCSVacuum.occupation_eq
-- 'BCSVacuum.occupation_eq' depends on axioms: [propext, Classical.choice, Quot.sound]
#print axioms BCSVacuum.bcsState_ne_zero
-- 'BCSVacuum.bcsState_ne_zero' depends on axioms: [propext, Classical.choice, Quot.sound]
```

## Modes, operators and hypotheses in Lean

States form a vector space `V` over a field `K`, finite- or infinite-dimensional, and operators are `Module.End K V`. A mode is an element of `ι × Bool`: `(m, true)` is $m$ and `(m, false)` is $\bar m$. `IsCAR a c` postulates the three anticommutation relations, which hold for fermions in orthonormal modes, and `hvac` says that `vac` holds no particle. `pairFactor`, `quasiUp` and `quasiDown` are $F_m$, $\alpha_m$ and $\beta_m$, with the pair creator fixed as $a^\dagger_ma^\dagger_{\bar m}$ in this order. `bcsState` multiplies the factors along a list `l`, first entry leftmost, and applies the product to `vac`.

`quasi_annihilate_bcs` states $\alpha_mB=0$ and $\beta_mB=0$ for every `m ∈ l`, provided `l.Nodup`, meaning that no pair occurs twice. `quasi_annihilate_bcs_fin` is your case, with $m=0,\dots,W-1$ and the list `List.finRange W`. `CharZero K` supplies $2\neq0$ in step 3, and `K` equal to $\mathbb R$ gives real amplitudes. `occupation_eq` says that the number operators of $m$ and $\bar m$ give the same vector on $B$, for any $m$; this is the seniority-zero property, with no level occupied without its partner. `bcsState_ne_zero` gives $B\ne0$ when `vac ≠ 0`, the pairs are distinct and $u_m,v_m$ do not both vanish for any listed pair.

There is no inner product, so `c` is not required to be the adjoint of `a`, and $u_m^2+v_m^2=1$ is not assumed. The theorems do not show that $\alpha_m,\beta_m$ obey anticommutation relations, that $B$ is their only common null vector, or that it minimises an energy; no Hamiltonian or gap equation appears. What they give is the quasi-particle vacuum property used in mean-field pairing theory, for finitely many pairs with each level paired only to its fixed partner.

## From the four steps to the lemmas

`ac_apply` is the rule $a_pa^\dagger_qx=\delta_{pq}x-a^\dagger_qa_px$ for a vector $x$. Step 1 is `pairFactor_commute`, where `h1` makes the two sign changes. Step 2 is `annihilator_of_not_mem`, an induction on the list. Step 3 is `single_pair`: `hsq` is the vanishing square, `e1`, `e2`, `e3` are the first three identities, and `module` cancels $u_mv_m-v_mu_m$. In step 4, `hfront` is $B=F_mw$. `occupation_eq` uses the same reordering for listed pairs and step 2 otherwise. `bcsState_ne_zero` inducts on the list with the closing argument above.

## Reordering by induction on a permutation

Operators do not commute in general, so the product is a `List.prod`, and independence of order is a theorem. `List.Perm` is generated by four rules: empty lists are related (`nil`), a common head may be added (`cons`), the first two entries may be exchanged (`swap`), and relations compose (`trans`). In `bcsState_perm`, `induction hp` gives one goal per rule, and only `swap` needs physics, namely `pairFactor_commute`. Then `List.perm_cons_erase hm` relates `l` to the list with head `m` followed by `l.erase m`. Erasing removes only the first occurrence, so `l.Nodup` is what yields `m ∉ l.erase m` and allows step 2.

## One pair, and empty or filled pairs

`bcs_witness` realises one pair on $\mathbb R^4$ with basis $|0\rangle$, $a^\dagger_m|0\rangle$, $a^\dagger_{\bar m}|0\rangle$, $a^\dagger_ma^\dagger_{\bar m}|0\rangle$. The creators are the matrices `creMat`, whose entry $-1$ records $a^\dagger_{\bar m}a^\dagger_m=-a^\dagger_ma^\dagger_{\bar m}$, and the annihilators are their transposes. The theorem checks `IsCAR`, the vacuum condition, and $B=(u,0,0,v)$ for real amplitudes $u,v$; for $(u,v)\ne(0,0)$ the unit vector is $(u,0,0,v)/\sqrt{u^2+v^2}$.

In the general statement, $v_m=0$ with $u_m\ne0$ leaves pair $m$ empty and reduces the operators to $u_ma_m$ and $u_ma_{\bar m}$. For $u_m=0$ and $v_m\ne0$ the pair is filled, the operators are $-v_ma^\dagger_{\bar m}$ and $v_ma^\dagger_m$, and the claim becomes the exclusion principle.
